# Single-site and multiple-scattering factors of the Lloyd determinant for a finite cluster

Add up the scattering phases of the isolated atoms in a cluster, and the total will in general be wrong. An electron scattered by one atom can reach another and scatter again, and the sum has no term for this. Treating the whole cluster at once gives the right phase, but it no longer shows which part comes from the atoms and which from their arrangement.

For non-interacting electrons the total phase is carried by the Lloyd determinant $\det(1-G_0V)$, where $G_0$ is the propagator of the reference system and $V$ is the potential of the scatterers. Suppose that $V$ acts within each site, and split $G_0=G_{\rm on}+g$ into a site-diagonal part $G_{\rm on}$ and a remainder $g$ that carries electrons between sites. If $1-G_iV_i$ is invertible at every site $i$, with $G_i$ and $V_i$ the blocks of $G_{\rm on}$ and $V$, then

$$\det(1-G_0V)=\det(1-gt)\prod_i\det(1-G_iV_i),\qquad t_i=V_i(1-G_iV_i)^{-1}.$$

Here $t$ is the site-diagonal matrix with blocks $t_i$. In a finite cluster model whose atoms move while $G_i$ and $V_i$ stay fixed, only the first factor has to be recomputed.

## Sites, channels and the t-matrix

```lean
import Mathlib

open Matrix

namespace LloydSiteFactorization

noncomputable section

variable {L ι : Type*} [Fintype L] [DecidableEq L] [Fintype ι] [DecidableEq ι]
```

`L` is the finite set of orbital channels on a site, and `ι` is the finite set of sites. Every site has the same channels. In KKR theory $L$ often denotes one pair $(\ell,m)$; here it is the whole set.

```lean
/-- The single-site t-matrix `t = V (1 - G V)⁻¹` of a potential `V` with on-site propagator `G`,
for `1 - G V` invertible. -/
def tMatrix (G V : Matrix L L ℂ) : Matrix L L ℂ := V * (1 - G * V)⁻¹
```

This is the t-matrix of one site, $t=V(1-GV)^{-1}$, with $G$ and $V$ complex matrices over the channels. The letter `G` stands for the on-site block of the reference propagator, not for the full Green function of the cluster. All matrices belong to one fixed energy, which does not appear in the notation.

Lean assigns the inverse of a singular matrix the value zero, so the formula has its physical meaning only when $1-GV$ is invertible. The theorems about $t$ assume this. Physically, the isolated site then has no solution of $\psi=GV\psi$ other than zero at the chosen energy, where a nonzero one would make $t$ diverge.

```lean
/-- The site-diagonal matrix that carries the t-matrix of each site in its block,
for every `1 - G i * V i` invertible. -/
def siteT (G V : ι → Matrix L L ℂ) : Matrix (L × ι) (L × ι) ℂ :=
  blockDiagonal fun i => tMatrix (G i) (V i)
```

Now `G` and `V` are families, with one matrix `G i` and one matrix `V i` for each site. The function `blockDiagonal` assembles a family into a matrix on the whole cluster. Its rows and columns are labelled by pairs (channel, site), in that order, and its entries between different sites are zero. Thus `siteT G V` is $t$, `blockDiagonal V` is the full potential, and `blockDiagonal G` is $G_{\rm on}$.

```lean
/-- The Lloyd phase of a matrix `A`: minus the argument of `det A`, modulo `2π`,
for `det A` nonzero. -/
def lloydPhase {n : Type*} [Fintype n] [DecidableEq n] (A : Matrix n n ℂ) : Real.Angle :=
  -((A.det.arg : ℝ) : Real.Angle)
```

The Lloyd phase of a matrix $A$ is $-\arg\det A$. The type `Real.Angle` consists of real numbers modulo $2\pi$, so two phases that differ by a full turn are equal. With a retarded propagator, the minus sign makes an attractive potential give a positive phase in the weak-scattering limit, as is usual for Friedel sums.

## The single-site scattering equation

```lean
/-- If `1 - G V` is invertible, the t-matrix gives back the potential: `t (1 - G V) = V`. -/
theorem tMatrix_mul {G V : Matrix L L ℂ} (h : IsUnit (1 - G * V)) :
    tMatrix G V * (1 - G * V) = V := by
  unfold tMatrix
  rw [Matrix.mul_assoc, Matrix.nonsing_inv_mul _ ((Matrix.isUnit_iff_isUnit_det _).mp h),
    Matrix.mul_one]
```

The hypothesis `h : IsUnit (1 - G * V)` says that $1-GV$ is invertible. The conclusion follows in one line:

$$t(1-GV)=V(1-GV)^{-1}(1-GV)=V.$$

The Lean proof inserts the definition, moves the brackets and cancels the inverse. The cancellation lemma expects the determinant to be invertible, and `Matrix.isUnit_iff_isUnit_det` translates the hypothesis into that form.

```lean
/-- If `1 - G V` is invertible, the t-matrix solves the single-site scattering equation
`t = V + V G t`. -/
theorem tMatrix_scattering_equation {G V : Matrix L L ℂ} (h : IsUnit (1 - G * V)) :
    tMatrix G V = V + V * G * tMatrix G V := by
  have hX := Matrix.mul_nonsing_inv _ ((Matrix.isUnit_iff_isUnit_det _).mp h)
  unfold tMatrix
  generalize (1 - G * V)⁻¹ = X at hX ⊢
  calc V * X = V * ((1 - G * V) * X) + V * G * (V * X) := by noncomm_ring
    _ = V + V * G * (V * X) := by rw [hX, Matrix.mul_one]
```

This is the single-site equation $t=V+VGt$: the electron scatters once, or it scatters, propagates on the site and scatters again. To derive it, write $X=(1-GV)^{-1}$, so that $(1-GV)X=1$ and $t=VX$. Then

$$VX=V(1-GV)X+VGVX=V+VG(VX).$$

In the code, `generalize` replaces the inverse by a letter `X` about which only $(1-GV)X=1$ is known. The tactic `noncomm_ring` checks the first equality without exchanging the order of any matrices, and `hX` gives the second. The later proofs don't use this equation; it confirms that the explicit formula for $t$ solves the usual equation for the t-matrix.

## Factorizing the operator

```lean
/-- If every `1 - G i * V i` is invertible, the operator `1 - G0 V` with `G0 = G_on + g` is the
multiple-scattering operator `1 - g t` times the site-diagonal operator of the isolated sites. -/
theorem operator_factorization (G V : ι → Matrix L L ℂ) (g : Matrix (L × ι) (L × ι) ℂ)
    (h : ∀ i, IsUnit (1 - G i * V i)) :
    1 - (blockDiagonal G + g) * blockDiagonal V =
      (1 - g * siteT G V) * blockDiagonal (fun i => 1 - G i * V i) := by
  -- the potential is the t-matrix times the single-site operator, block by block
  have hV : blockDiagonal V = siteT G V * blockDiagonal (fun i => 1 - G i * V i) := by
    unfold siteT
    rw [← blockDiagonal_mul]
    congr 1
    funext i
    exact (tMatrix_mul (h i)).symm
  have hS : blockDiagonal (fun i => 1 - G i * V i) =
      1 - blockDiagonal G * blockDiagonal V := by
    rw [← blockDiagonal_mul, ← blockDiagonal_one, ← blockDiagonal_sub]
    rfl
  calc 1 - (blockDiagonal G + g) * blockDiagonal V
      = (1 - blockDiagonal G * blockDiagonal V) - g * blockDiagonal V := by
        rw [Matrix.add_mul, sub_add_eq_sub_sub]
    _ = blockDiagonal (fun i => 1 - G i * V i)
          - g * (siteT G V * blockDiagonal (fun i => 1 - G i * V i)) := by
        rw [← hS, ← hV]
    _ = (1 - g * siteT G V) * blockDiagonal (fun i => 1 - G i * V i) := by
        rw [Matrix.sub_mul, Matrix.one_mul, Matrix.mul_assoc]
```

The matrix `g` is arbitrary. In the usual multiple-scattering picture its on-site blocks vanish, but the theorem does not require it. Nor does it require $V$ to be Hermitian or the propagator to be retarded.

For the derivation, let $S=1-G_{\rm on}V$, the site-diagonal matrix with blocks $1-G_iV_i$. The relation $t_i(1-G_iV_i)=V_i$ holds at every site, so $V=tS$. Therefore

$$1-(G_{\rm on}+g)V=(1-G_{\rm on}V)-gV=S-gtS=(1-gt)S.$$

The Lean proof has the same three parts. The statement `hV` is $V=tS$: `blockDiagonal_mul` multiplies site-diagonal matrices block by block, and `funext i` reduces the claim to one site, where `tMatrix_mul` applies. The statement `hS` identifies the assembled blocks with $1-G_{\rm on}V$. The `calc` chain is then the displayed calculation, with $S$ kept on the right because matrices need not commute.

## Factorizing the determinant

```lean
/-- If every `1 - G i * V i` is invertible, the Lloyd determinant `det (1 - G0 V)` with
`G0 = G_on + g` is `det (1 - g t)` times the product of the single-site determinants. -/
theorem lloyd_factorization (G V : ι → Matrix L L ℂ) (g : Matrix (L × ι) (L × ι) ℂ)
    (h : ∀ i, IsUnit (1 - G i * V i)) :
    (1 - (blockDiagonal G + g) * blockDiagonal V).det =
      (1 - g * siteT G V).det * ∏ i, (1 - G i * V i).det := by
  rw [operator_factorization G V g h, Matrix.det_mul, Matrix.det_blockDiagonal]
```

The determinant of a product is the product of the determinants, and the determinant of a site-diagonal matrix is the product over its blocks:

$$\det[(1-gt)S]=\det(1-gt)\det S=\det(1-gt)\prod_i\det(1-G_iV_i).$$

The three rewrites in the proof are the operator identity and these two rules. The single-site factors contain no $g$. The factor $\det(1-gt)$ contains the propagation between sites, and it equals one when $g=0$.

## Solutions without an incoming wave

```lean
/-- If every `1 - G i * V i` is invertible, the homogeneous equation `G0 V ψ = ψ` has a nonzero
solution exactly when the multiple-scattering equation `g t φ = φ` has one. -/
theorem homogeneous_solution_iff (G V : ι → Matrix L L ℂ) (g : Matrix (L × ι) (L × ι) ℂ)
    (h : ∀ i, IsUnit (1 - G i * V i)) :
    (∃ ψ : L × ι → ℂ, ψ ≠ 0 ∧ ((blockDiagonal G + g) * blockDiagonal V) *ᵥ ψ = ψ) ↔
      ∃ φ : L × ι → ℂ, φ ≠ 0 ∧ (g * siteT G V) *ᵥ φ = φ := by
  -- a fixed vector of `A` exists exactly when `det (1 - A)` vanishes
  have key : ∀ A : Matrix (L × ι) (L × ι) ℂ,
      (∃ v : L × ι → ℂ, v ≠ 0 ∧ A *ᵥ v = v) ↔ (1 - A).det = 0 := by
    intro A
    rw [← Matrix.exists_mulVec_eq_zero_iff]
    refine exists_congr fun v => and_congr_right fun _ => ?_
    rw [Matrix.sub_mulVec, Matrix.one_mulVec, sub_eq_zero]
    exact eq_comm
  have hprod : ∏ i, (1 - G i * V i).det ≠ 0 :=
    Finset.prod_ne_zero_iff.mpr fun i _ =>
      ((Matrix.isUnit_iff_isUnit_det _).mp (h i)).ne_zero
  rw [key, key, lloyd_factorization G V g h, mul_eq_zero, or_iff_left hprod]
```

The symbol `*ᵥ` means a matrix acting on a vector. The theorem says that $\psi=G_0V\psi$ has a nonzero solution exactly when $\varphi=gt\varphi$ has one. At an energy outside the spectrum of the reference system, the first equation is the condition for a state bound by the cluster.

For any square matrix $A$, a nonzero $v$ with $Av=v$ is a nonzero vector in the kernel of $1-A$, and it exists exactly when $\det(1-A)=0$. This is `key` in the proof. Applied to both equations, it turns the claim into

$$\det(1-G_0V)=0\quad\Longleftrightarrow\quad\det(1-gt)=0.$$

The two determinants differ by the factor $\prod_i\det(1-G_iV_i)$, which is nonzero by `hprod`, so they vanish together. The operator identity also suggests how the solutions are related, namely $\varphi=(1-G_{\rm on}V)\psi$, whereas the theorem speaks only of their existence.

## The KKR matrix

```lean
/-- If every `1 - G i * V i` and every `V i` is invertible, the Lloyd determinant is the
determinant of the KKR matrix `t⁻¹ - g` times the product of the determinants of the potentials. -/
theorem lloyd_kkr_form (G V : ι → Matrix L L ℂ) (g : Matrix (L × ι) (L × ι) ℂ)
    (h : ∀ i, IsUnit (1 - G i * V i)) (hV : ∀ i, IsUnit (V i)) :
    (1 - (blockDiagonal G + g) * blockDiagonal V).det =
      (blockDiagonal (fun i => (tMatrix (G i) (V i))⁻¹) - g).det * ∏ i, (V i).det := by
  -- each t-matrix is invertible because its potential is
  have ht : ∀ i, IsUnit (tMatrix (G i) (V i)).det := by
    intro i
    have hu := (Matrix.isUnit_iff_isUnit_det _).mp (hV i)
    rw [← tMatrix_mul (h i), Matrix.det_mul] at hu
    exact isUnit_of_mul_isUnit_left hu
  have hT : blockDiagonal (fun i => (tMatrix (G i) (V i))⁻¹) * siteT G V = 1 := by
    unfold siteT
    rw [← blockDiagonal_mul, ← blockDiagonal_one]
    congr 1
    funext i
    exact Matrix.nonsing_inv_mul _ (ht i)
  have hfac : 1 - g * siteT G V =
      (blockDiagonal (fun i => (tMatrix (G i) (V i))⁻¹) - g) * siteT G V := by
    rw [Matrix.sub_mul, hT]
  rw [lloyd_factorization G V g h, hfac, Matrix.det_mul, siteT, Matrix.det_blockDiagonal,
    mul_assoc, ← Finset.prod_mul_distrib]
  congr 1
  refine Finset.prod_congr rfl fun i _ => ?_
  rw [← Matrix.det_mul, tMatrix_mul (h i)]
```

With the extra hypothesis `hV`, that every $V_i$ is invertible, the determinant becomes

$$\det(1-G_0V)=\det(t^{-1}-g)\prod_i\det V_i.$$

An orbital on which the potential does not act is excluded, since it makes $V_i$ singular. The name KKR matrix refers to the form $t^{-1}-g$. In muffin-tin theory $t$ is usually the on-shell matrix in angular-momentum channels, while here it is a matrix in whatever finite basis represents $V$ and $G_0$.

By hand, $V_i=t_i(1-G_iV_i)$ gives $\det V_i=\det t_i\,\det(1-G_iV_i)$. Since the left side is nonzero, $t_i$ is invertible. Then $1-gt=(t^{-1}-g)t$, and

$$\det(1-gt)\prod_i\det(1-G_iV_i)=\det(t^{-1}-g)\prod_i\det t_i\,\det(1-G_iV_i),$$

where each product on the right is $\det V_i$. In the code, `ht` is the invertibility of the $t_i$, `hT` is $t^{-1}t=1$ assembled from the sites, and `hfac` is the factorization of $1-gt$. The last lines combine the determinants site by site.

## Adding the phases

```lean
omit [Fintype ι] in
/-- The argument of a finite product of nonzero complex numbers is, modulo `2π`, the sum of
their arguments. -/
theorem arg_prod (f : ι → ℂ) (hf : ∀ i, f i ≠ 0) (s : Finset ι) :
    (((∏ i ∈ s, f i).arg : ℝ) : Real.Angle) = ∑ i ∈ s, (((f i).arg : ℝ) : Real.Angle) := by
  induction s using Finset.induction_on with
  | empty => simp
  | insert a s ha ih =>
    rw [Finset.prod_insert ha, Finset.sum_insert ha,
      Complex.arg_mul_coe_angle (hf a) (Finset.prod_ne_zero_iff.mpr fun i _ => hf i), ih]
```

For nonzero complex numbers, the argument of a product is the sum of the arguments, up to a multiple of $2\pi$. The theorem states this for the product of $f_i$ over a finite set $s$ of sites. The proof is by induction on $s$: the empty product is one and has argument zero, and each further factor adds its own argument by the rule for two factors, `Complex.arg_mul_coe_angle`.

```lean
/-- If every `1 - G i * V i` is invertible and `det (1 - G0 V)` is nonzero, the total Lloyd phase
is, modulo `2π`, the multiple-scattering phase plus the sum of the single-site phases. -/
theorem lloydPhase_sum (G V : ι → Matrix L L ℂ) (g : Matrix (L × ι) (L × ι) ℂ)
    (h : ∀ i, IsUnit (1 - G i * V i))
    (hdet : (1 - (blockDiagonal G + g) * blockDiagonal V).det ≠ 0) :
    lloydPhase (1 - (blockDiagonal G + g) * blockDiagonal V) =
      lloydPhase (1 - g * siteT G V) + ∑ i, lloydPhase (1 - G i * V i) := by
  rw [lloyd_factorization G V g h] at hdet
  unfold lloydPhase
  rw [lloyd_factorization G V g h,
    Complex.arg_mul_coe_angle (left_ne_zero_of_mul hdet) (right_ne_zero_of_mul hdet),
    arg_prod _ (fun i => ((Matrix.isUnit_iff_isUnit_det _).mp (h i)).ne_zero),
    neg_add, Finset.sum_neg_distrib]

end

end LloydSiteFactorization
```

Write $\theta(A)=-\arg\det A$ for the Lloyd phase. The theorem says that

$$\theta(1-G_0V)=\theta(1-gt)+\sum_i\theta(1-G_iV_i)\pmod{2\pi}.$$

The first term on the right is what the sum over isolated atoms lacks. The hypothesis `hdet` requires $\det(1-G_0V)\neq0$, so the energy must not be one at which the cluster has a homogeneous solution; there the phase is undefined.

To derive the sum, take the argument of the factorized determinant. All factors are nonzero: the single-site ones by `h`, and $\det(1-gt)$ because the whole product is nonzero. The arguments therefore add, and a change of sign turns them into Lloyd phases. The Lean proof first rewrites `hdet` in factorized form to obtain these facts, then splits the argument in two, and finally applies `arg_prod` to the sites.

The step from this phase to a number of states is Lloyd's trace formula, which the hypotheses do not supply. Take the retarded propagator $G_0(E)=(E+i\eta-H_0)^{-1}$, with $H_0$ the reference Hamiltonian and $\eta>0$ sent to zero at the end, and let $V$ be Hermitian and independent of the energy $E$. The formula then gives the change in the integrated density of states as $\theta/\pi$ per spin, with $\theta$ followed continuously in energy from the value zero far below the spectra with and without $V$. A phase known only modulo $2\pi$ leaves that number open by multiples of two.

## Two sites with one channel each

Take $G_1=G_2=-i$ and $V_1=V_2=1$ in suitable units, and let $g$ have zero diagonal and off-diagonal entries $\sqrt2$. Each single-site determinant is $1+i$, and

$$t_1=t_2=\frac1{1+i}=\frac{1-i}2,\qquad \det(1-gt)=1-2t_1t_2=1+i.$$

The factorized determinant is therefore $(1+i)^3=-2+2i$. Computed directly,

$$\det(1-G_0V)=\det\begin{pmatrix}1+i&-\sqrt2\\-\sqrt2&1+i\end{pmatrix}=(1+i)^2-2=-2+2i.$$

Each isolated site has the phase $-\pi/4$, so the two together give $-\pi/2$. The cluster has the phase $-3\pi/4$, and the missing $-\pi/4$ comes from $\det(1-gt)$.

```lean
#print axioms LloydSiteFactorization.lloyd_factorization
-- 'LloydSiteFactorization.lloyd_factorization' depends on axioms: [propext, Classical.choice, Quot.sound]
#print axioms LloydSiteFactorization.homogeneous_solution_iff
-- 'LloydSiteFactorization.homogeneous_solution_iff' depends on axioms: [propext, Classical.choice, Quot.sound]
#print axioms LloydSiteFactorization.lloyd_kkr_form
-- 'LloydSiteFactorization.lloyd_kkr_form' depends on axioms: [propext, Classical.choice, Quot.sound]
#print axioms LloydSiteFactorization.lloydPhase_sum
-- 'LloydSiteFactorization.lloydPhase_sum' depends on axioms: [propext, Classical.choice, Quot.sound]
```
